# Current cross-correlations of non-interacting fermions are never positive at a single energy

Without a sign rule, a positive cross-correlation computed for a multi-terminal conductor is hard to judge: it may be physics, or it may come from a scattering matrix that has lost unitarity. The defining double sum does not help, since its terms are complex and have no fixed sign. Take the noise at zero frequency, normal (not superconducting) terminals, and every current counted positive towards the scatterer. For non-interacting fermions scattered by a unitary matrix, with occupations between 0 and 1, the sum can then be rearranged so that the sign is visible.

The finite type `n` labels the terminals, each with one channel.

```lean
import Mathlib

open Matrix

namespace ShotNoiseCrossCorrelations

noncomputable section

variable {n : Type*} [Fintype n] [DecidableEq n]
```

Let $S_{ag}$ be the amplitude for scattering from terminal $g$ into terminal $a$. The current in terminal $a$ is the flux sent towards the scatterer minus the flux coming back from it, which gives the matrix

$$A_{gd}(a)=\delta_{ag}\delta_{ad}-S_{ag}^*S_{ad}.$$

```lean
/-- The current matrix `A_gd(a)` of terminal `a` for the scattering matrix `S`. -/
def currentMatrix (S : Matrix n n ℂ) (a g d : n) : ℂ :=
  (if a = g then (1 : ℂ) else 0) * (if a = d then (1 : ℂ) else 0) - star (S a g) * S a d
```

Let $f_g$ be the occupation of the states arriving from reservoir $g$. Independent thermal-type reservoirs contribute $f_g(1-\sigma f_d)+f_d(1-\sigma f_g)$, where $\sigma=1$ describes fermions and $\sigma=-1$ bosons. Multiplied out, this is

$$w_{gd}=f_g+f_d-2\sigma f_gf_d.$$

```lean
/-- The occupation factor `f_g + f_d - 2 σ f_g f_d`, with `σ = 1` for fermions and
`σ = -1` for bosons. -/
def exchangeWeight (σ : ℝ) (f : n → ℝ) (g d : n) : ℝ :=
  f g + f d - 2 * σ * f g * f d
```

The noise kernel is

$$C_{ab}=\sum_{g,d}A_{gd}(a)A_{dg}(b)\,w_{gd}.$$

It describes the noise at zero frequency and is taken as the definition here, not derived from field operators. Physical prefactors and the integral over energy are left out, and interactions and superconducting terminals are not described. In the code the noise kernel is complex-valued, so its reality has to be proved.

```lean
/-- The noise kernel at one energy between the currents in terminals `a` and `b`. -/
def currentNoise (σ : ℝ) (S : Matrix n n ℂ) (f : n → ℝ) (a b : n) : ℂ :=
  ∑ g, ∑ d, currentMatrix S a g d * currentMatrix S b d g * (exchangeWeight σ f g d : ℂ)
```

One more quantity is needed, the overlap of the amplitudes into $a$ and $b$, weighted by occupation:

$$X=\sum_g S_{ag}S_{bg}^*f_g.$$

```lean
/-- The occupation-weighted overlap of the scattering amplitudes into `a` and `b`. -/
def coherence (S : Matrix n n ℂ) (f : n → ℝ) (a b : n) : ℂ :=
  ∑ g, S a g * star (S b g) * (f g : ℂ)
```

## Two sums that collapse

For any $F_{gd}$, two deltas at the same terminal select one term:

$$\sum_{g,d}\delta_{ag}\delta_{ad}F_{gd}=F_{aa}.$$

The proof applies `Finset.sum_eq_single` once to each sum.

```lean
/-- A double sum over terminals restricted to `g = d = a` leaves the single term at `a`. -/
theorem delta_sum (a : n) {F : n → n → ℂ} :
    ∑ g, ∑ d, (if a = g then (1 : ℂ) else 0) * (if a = d then (1 : ℂ) else 0) * F g d
      = F a a := by
  rw [Finset.sum_eq_single a, Finset.sum_eq_single a]
  · simp
  · intro d _ hd
    simp [Ne.symm hd]
  · simp
  · intro g _ hg
    simp [Ne.symm hg]
  · simp
```

Now let $\sum_g u_g=0$ and $\sum_d v_d=0$. Then

$$\sum_{g,d}u_gv_dw_{gd}=\Big(\sum_g u_gf_g\Big)\Big(\sum_d v_d\Big)+\Big(\sum_g u_g\Big)\Big(\sum_d v_df_d\Big)-2\sigma\Big(\sum_g u_gf_g\Big)\Big(\sum_d v_df_d\Big).$$

The first two products vanish, and only the exchange part remains. In the code, `h` is this factorisation, checked term by term with `ring`.

```lean
omit [DecidableEq n] in
/-- For amplitudes `u` and `v` that each sum to zero, only the exchange part of the
occupation factor survives the double sum. -/
theorem exchange_sum (σ : ℝ) (f : n → ℝ) {u v : n → ℂ}
    (hu : ∑ g, u g = 0) (hv : ∑ d, v d = 0) :
    ∑ g, ∑ d, u g * v d * (exchangeWeight σ f g d : ℂ)
      = -2 * (σ : ℂ) * ((∑ g, u g * (f g : ℂ)) * ∑ d, v d * (f d : ℂ)) := by
  have h : ∑ g, ∑ d, u g * v d * (exchangeWeight σ f g d : ℂ)
      = (∑ g, u g * (f g : ℂ)) * (∑ d, v d) + (∑ g, u g) * (∑ d, v d * (f d : ℂ))
        - 2 * (σ : ℂ) * ((∑ g, u g * (f g : ℂ)) * ∑ d, v d * (f d : ℂ)) := by
    rw [Finset.sum_mul_sum, Finset.sum_mul_sum, Finset.sum_mul_sum]
    simp only [Finset.mul_sum, ← Finset.sum_add_distrib, ← Finset.sum_sub_distrib]
    refine Finset.sum_congr rfl fun g _ => Finset.sum_congr rfl fun d _ => ?_
    simp only [exchangeWeight]
    push_cast
    ring
  rw [h, hu, hv]
  ring
```

## The cross-correlation in closed form

For $a\neq b$, expand $A_{gd}(a)A_{dg}(b)$ into four parts.

1. The product of all the deltas contains $\delta_{ag}\delta_{bg}=0$.
2. The term $-\delta_{ag}\delta_{ad}S_{bd}^*S_{bg}$ sums to $-|S_{ba}|^2w_{aa}=-2|S_{ba}|^2f_a(1-\sigma f_a)$.
3. The other mixed term gives $-2|S_{ab}|^2f_b(1-\sigma f_b)$ in the same way.
4. The last part has $u_g=S_{ag}^*S_{bg}$ and $v_d=S_{ad}S_{bd}^*$. Both sum to zero because different rows of a unitary matrix are orthogonal, so this part equals $-2\sigma X^*X$.

Together,

$$C_{ab}=-2\left[|S_{ba}|^2f_a(1-\sigma f_a)+|S_{ab}|^2f_b(1-\sigma f_b)+\sigma|X|^2\right].$$

The theorem states this for every real $\sigma$ and all real occupations; membership in `Matrix.unitaryGroup` expresses unitarity. In the proof, `row` supplies orthogonality, `h0` removes the product of deltas, and `hX` identifies the sum over $u_gf_g$ as $X^*$. The two lemmas above then evaluate the three remaining double sums.

```lean
/-- The cross-correlation of two different terminals is the sum of two thermal terms and
one exchange term, whose sign is set by the particle statistics. -/
theorem cross_correlation_formula (σ : ℝ) {S : Matrix n n ℂ}
    (hS : S ∈ Matrix.unitaryGroup n ℂ) (f : n → ℝ) {a b : n} (hab : a ≠ b) :
    currentNoise σ S f a b =
      ((-2 * (‖S b a‖ ^ 2 * (f a * (1 - σ * f a)) + ‖S a b‖ ^ 2 * (f b * (1 - σ * f b))
        + σ * ‖coherence S f a b‖ ^ 2) : ℝ) : ℂ) := by
  -- different rows of a unitary matrix are orthogonal
  have row : ∀ x y : n, x ≠ y → ∑ d, S x d * star (S y d) = 0 := by
    intro x y hxy
    have h : (S * star S) x y = (1 : Matrix n n ℂ) x y := by
      rw [Matrix.mem_unitaryGroup_iff.mp hS]
    rw [Matrix.mul_apply, Matrix.one_apply_ne hxy] at h
    exact h
  have hv := row a b hab
  have hu : ∑ g, star (S a g) * S b g = 0 :=
    (Finset.sum_congr rfl fun g _ => mul_comm _ _).trans (row b a hab.symm)
  have hn : ∀ z : ℂ, star z * z = (‖z‖ : ℂ) ^ 2 := by
    intro z
    have h := Complex.mul_conj z
    rw [Complex.normSq_eq_norm_sq, Complex.ofReal_pow, mul_comm] at h
    exact h
  have hX : ∑ g, star (S a g) * S b g * (f g : ℂ) = star (coherence S f a b) := by
    rw [coherence, star_sum]
    refine Finset.sum_congr rfl fun g _ => ?_
    have hf : star (f g : ℂ) = (f g : ℂ) := Complex.conj_ofReal _
    rw [star_mul', star_mul', star_star, hf]
  have hY : ∑ g, S a g * star (S b g) * (f g : ℂ) = coherence S f a b := rfl
  -- expand the product of current matrices; the product of all deltas vanishes
  have h : currentNoise σ S f a b =
      ∑ g, ∑ d, (star (S a g) * S b g) * (S a d * star (S b d)) * (exchangeWeight σ f g d : ℂ)
      - ∑ g, ∑ d, (if a = g then (1 : ℂ) else 0) * (if a = d then (1 : ℂ) else 0)
          * (star (S b d) * S b g * (exchangeWeight σ f g d : ℂ))
      - ∑ g, ∑ d, (if b = g then (1 : ℂ) else 0) * (if b = d then (1 : ℂ) else 0)
          * (star (S a g) * S a d * (exchangeWeight σ f g d : ℂ)) := by
    unfold currentNoise
    simp only [← Finset.sum_sub_distrib]
    refine Finset.sum_congr rfl fun g _ => Finset.sum_congr rfl fun d _ => ?_
    have h0 : (if a = g then (1 : ℂ) else 0) * (if b = g then (1 : ℂ) else 0) = 0 := by
      by_cases h1 : a = g
      · have h2 : ¬ b = g := fun h2 => hab (h1.trans h2.symm)
        simp [h2]
      · simp [h1]
    simp only [currentMatrix]
    linear_combination (if a = d then (1 : ℂ) else 0) * (if b = d then (1 : ℂ) else 0)
      * (exchangeWeight σ f g d : ℂ) * h0
  rw [h, delta_sum a, delta_sum b, exchange_sum σ f hu hv, hX, hY]
  simp only [hn, exchangeWeight]
  push_cast
  ring
```

## The fermionic sign

Set $\sigma=1$. If $f_a$ and $f_b$ lie in $[0,1]$, all three terms in the bracket are non-negative, so $C_{ab}\le 0$. The other occupations enter only through $|X|^2$ and need no bound. Lean states the result as a vanishing imaginary part and a non-positive real part. The facts `pa` and `pb` are the signs of the two thermal terms, and `linarith` adds them to the square.

```lean
/-- Fermionic cross-correlations between different terminals are real and never positive. -/
theorem fermion_cross_correlation_nonpos {S : Matrix n n ℂ}
    (hS : S ∈ Matrix.unitaryGroup n ℂ) (f : n → ℝ) {a b : n} (hab : a ≠ b)
    (ha : f a ∈ Set.Icc (0 : ℝ) 1) (hb : f b ∈ Set.Icc (0 : ℝ) 1) :
    (currentNoise 1 S f a b).im = 0 ∧ (currentNoise 1 S f a b).re ≤ 0 := by
  rw [cross_correlation_formula 1 hS f hab]
  refine ⟨Complex.ofReal_im _, ?_⟩
  rw [Complex.ofReal_re]
  have pa := mul_nonneg (sq_nonneg ‖S b a‖)
    (mul_nonneg ha.1 (by linarith [ha.2] : 0 ≤ 1 - 1 * f a))
  have pb := mul_nonneg (sq_nonneg ‖S a b‖)
    (mul_nonneg hb.1 (by linarith [hb.2] : 0 ≤ 1 - 1 * f b))
  linarith [sq_nonneg ‖coherence S f a b‖]
```

Unitarity matters here. Take two terminals with

$$S=\tfrac12\begin{pmatrix}1&1\\1&1\end{pmatrix},\qquad f_a=1,\quad f_b=0.$$

This matrix loses particles. Since $w_{aa}=w_{bb}=0$ and $w_{ab}=w_{ba}=1$, the kernel is $2S_{aa}S_{ab}S_{ba}S_{bb}=\tfrac18>0$. In a simulation of non-interacting electrons with normal terminals and the sign convention used here, a positive zero-frequency kernel between two different terminals at admissible occupations therefore points to a non-unitary $S$ or an error in the evaluation.

A sum of three non-negative terms is zero only if each term is. The fermionic correlation thus vanishes exactly when $X=0$ and each thermal term is switched off, either by a zero transmission amplitude or by an occupation equal to 0 or 1. The auxiliary statement `key` translates a vanishing thermal term into these alternatives.

```lean
/-- A fermionic cross-correlation vanishes exactly when both thermal terms and the
coherence between the two terminals vanish. -/
theorem fermion_cross_correlation_eq_zero_iff {S : Matrix n n ℂ}
    (hS : S ∈ Matrix.unitaryGroup n ℂ) (f : n → ℝ) {a b : n} (hab : a ≠ b)
    (ha : f a ∈ Set.Icc (0 : ℝ) 1) (hb : f b ∈ Set.Icc (0 : ℝ) 1) :
    currentNoise 1 S f a b = 0 ↔
      (S b a = 0 ∨ f a = 0 ∨ f a = 1) ∧ (S a b = 0 ∨ f b = 0 ∨ f b = 1)
        ∧ coherence S f a b = 0 := by
  have key : ∀ (z : ℂ) (x : ℝ),
      ‖z‖ ^ 2 * (x * (1 - 1 * x)) = 0 ↔ (z = 0 ∨ x = 0 ∨ x = 1) := by
    intro z x
    rw [mul_eq_zero, mul_eq_zero, one_mul, sub_eq_zero, eq_comm (a := (1 : ℝ)),
      pow_eq_zero_iff two_ne_zero, norm_eq_zero]
  have pa := mul_nonneg (sq_nonneg ‖S b a‖)
    (mul_nonneg ha.1 (by linarith [ha.2] : 0 ≤ 1 - 1 * f a))
  have pb := mul_nonneg (sq_nonneg ‖S a b‖)
    (mul_nonneg hb.1 (by linarith [hb.2] : 0 ≤ 1 - 1 * f b))
  have pc := sq_nonneg ‖coherence S f a b‖
  rw [cross_correlation_formula 1 hS f hab, Complex.ofReal_eq_zero,
    ← key (S b a) (f a), ← key (S a b) (f b)]
  constructor
  · intro h
    -- three nonnegative terms with sum zero
    have hc : ‖coherence S f a b‖ ^ 2 = 0 := by linarith
    exact ⟨by linarith, by linarith, norm_eq_zero.mp ((pow_eq_zero_iff two_ne_zero).mp hc)⟩
  · rintro ⟨h1, h2, h3⟩
    rw [h1, h2, h3]
    simp
```

## Current conservation and the noise of one terminal

The columns of $S$ are orthonormal as well, so

$$\sum_bA_{dg}(b)=\delta_{dg}-(S^\dagger S)_{dg}=0,$$

and hence $\sum_bC_{ab}=0$. The proof establishes the matrix identity as `hA`, then exchanges the order of summation to bring the sum over $b$ inside.

```lean
/-- Current conservation: the correlations of one terminal with all terminals sum to zero. -/
theorem noise_conservation (σ : ℝ) {S : Matrix n n ℂ}
    (hS : S ∈ Matrix.unitaryGroup n ℂ) (f : n → ℝ) (a : n) :
    ∑ b, currentNoise σ S f a b = 0 := by
  -- the current matrices of all terminals add up to zero
  have hA : ∀ d g : n, ∑ b, currentMatrix S b d g = 0 := by
    intro d g
    have h : (star S * S) d g = (1 : Matrix n n ℂ) d g := by
      rw [Matrix.mem_unitaryGroup_iff'.mp hS]
    rw [Matrix.mul_apply, Matrix.one_apply] at h
    have h' : ∑ b, star (S b d) * S b g = if d = g then (1 : ℂ) else 0 := h
    simp only [currentMatrix, Finset.sum_sub_distrib]
    rw [h']
    simp only [ite_mul, one_mul, zero_mul, Finset.sum_ite_eq', Finset.mem_univ, if_true,
      sub_self]
  unfold currentNoise
  rw [Finset.sum_comm]
  refine Finset.sum_eq_zero fun g _ => ?_
  rw [Finset.sum_comm]
  refine Finset.sum_eq_zero fun d _ => ?_
  rw [← Finset.sum_mul, ← Finset.mul_sum, hA, mul_zero, zero_mul]
```

Separating the term $b=a$ gives $C_{aa}=-\sum_{b\ne a}C_{ab}$. For fermions every term on the right is non-negative, so the real part of $C_{aa}$ is non-negative too. This time all occupations must lie in $[0,1]$, because every terminal appears in the sum.

```lean
/-- The fermionic noise kernel of the current in a single terminal has a non-negative real part. -/
theorem fermion_autocorrelation_nonneg {S : Matrix n n ℂ}
    (hS : S ∈ Matrix.unitaryGroup n ℂ) (f : n → ℝ)
    (hf : ∀ g, f g ∈ Set.Icc (0 : ℝ) 1) (a : n) :
    0 ≤ (currentNoise 1 S f a a).re := by
  have h : currentNoise 1 S f a a + ∑ b ∈ Finset.univ.erase a, currentNoise 1 S f a b = 0 :=
    (Finset.add_sum_erase Finset.univ (fun b => currentNoise 1 S f a b)
      (Finset.mem_univ a)).trans (noise_conservation 1 hS f a)
  have hre := congrArg Complex.re h
  rw [Complex.add_re, Complex.re_sum, Complex.zero_re] at hre
  have hneg : ∑ b ∈ Finset.univ.erase a, (currentNoise 1 S f a b).re ≤ 0 :=
    Finset.sum_nonpos fun b hb =>
      (fermion_cross_correlation_nonpos hS f (Finset.ne_of_mem_erase hb).symm (hf a) (hf b)).2
  linarith
```

## One source, two detectors

Let only terminal $c$, different from $a$ and $b$, be occupied, with $f_c=N$. The thermal terms vanish and $X=S_{ac}S_{bc}^*N$, so

$$C_{ab}=-2\sigma N^2|S_{ac}|^2|S_{bc}|^2.$$

When both transmissions and $N$ are non-zero, fermions give a negative correlation and bosons from a thermal-type reservoir a positive one. In Lean, `Pi.single c N` is this occupation profile.

```lean
/-- Partition noise: with a single source `c` of occupation `N`, the correlation of two
other terminals is `-2 σ N²` times the two transmission probabilities. -/
theorem partition_noise (σ N : ℝ) {S : Matrix n n ℂ}
    (hS : S ∈ Matrix.unitaryGroup n ℂ) {a b c : n} (hab : a ≠ b) (hac : a ≠ c) (hbc : b ≠ c) :
    currentNoise σ S (Pi.single c N) a b =
      ((-2 * σ * N ^ 2 * ‖S a c‖ ^ 2 * ‖S b c‖ ^ 2 : ℝ) : ℂ) := by
  have hX : coherence S (Pi.single c N) a b = S a c * star (S b c) * (N : ℂ) := by
    unfold coherence
    rw [Finset.sum_eq_single c]
    · simp
    · intro g _ hg
      simp [Pi.single_eq_of_ne hg]
    · simp
  rw [cross_correlation_formula σ hS _ hab, hX, Pi.single_eq_of_ne hac,
    Pi.single_eq_of_ne hbc, norm_mul, norm_mul, norm_star, Complex.norm_real,
    Real.norm_eq_abs]
  congr 1
  rw [mul_pow, mul_pow, sq_abs]
  ring
```

A concrete splitter has $\tfrac13$ on the diagonal and $-\tfrac23$ elsewhere.

```lean
/-- A three-terminal splitter that treats all terminals alike. -/
def symmetricSplitter : Matrix (Fin 3) (Fin 3) ℂ :=
  !![1/3, -2/3, -2/3; -2/3, 1/3, -2/3; -2/3, -2/3, 1/3]
```

Each row has squared norm $\tfrac19+\tfrac49+\tfrac49=1$, and two different rows have overlap $-\tfrac29-\tfrac29+\tfrac49=0$. With terminal 2 as the source, both transmission probabilities are $\tfrac49$, so

$$C_{01}=-2\sigma N^2\left(\tfrac49\right)^2=-\tfrac{32}{81}\sigma N^2.$$

The proof checks unitarity entry by entry and then applies the single-source formula.

```lean
/-- The symmetric splitter is unitary, and with one source of occupation `N` its two output
currents have correlation `-(32/81) σ N²`. -/
theorem symmetricSplitter_witness (σ N : ℝ) :
    symmetricSplitter ∈ Matrix.unitaryGroup (Fin 3) ℂ ∧
      currentNoise σ symmetricSplitter (Pi.single 2 N) 0 1
        = ((-(32 / 81) * σ * N ^ 2 : ℝ) : ℂ) := by
  have hU : symmetricSplitter ∈ Matrix.unitaryGroup (Fin 3) ℂ := by
    -- real numerals are their own complex conjugates
    have h2 : (starRingEnd ℂ) 2 = 2 := Complex.ext (by simp) (by simp)
    have h3 : (starRingEnd ℂ) 3 = 3 := Complex.ext (by simp) (by simp)
    rw [Matrix.mem_unitaryGroup_iff]
    ext i j
    fin_cases i <;> fin_cases j <;>
      simp [symmetricSplitter, Matrix.mul_apply, Matrix.star_apply, Fin.sum_univ_succ,
        h2, h3] <;>
      norm_num
  have e0 : ‖symmetricSplitter 0 2‖ = 2 / 3 := by simp [symmetricSplitter]
  have e1 : ‖symmetricSplitter 1 2‖ = 2 / 3 := by simp [symmetricSplitter]
  refine ⟨hU, ?_⟩
  rw [partition_noise σ N hU (by decide) (by decide) (by decide), e0, e1]
  congr 1
  ring

end

end ShotNoiseCrossCorrelations
```

```lean
#print axioms ShotNoiseCrossCorrelations.fermion_cross_correlation_nonpos
#print axioms ShotNoiseCrossCorrelations.fermion_cross_correlation_eq_zero_iff
#print axioms ShotNoiseCrossCorrelations.fermion_autocorrelation_nonneg
```

```
'ShotNoiseCrossCorrelations.fermion_cross_correlation_nonpos' depends on axioms: [propext, Classical.choice, Quot.sound]
'ShotNoiseCrossCorrelations.fermion_cross_correlation_eq_zero_iff' depends on axioms: [propext, Classical.choice, Quot.sound]
'ShotNoiseCrossCorrelations.fermion_autocorrelation_nonneg' depends on axioms: [propext, Classical.choice, Quot.sound]
```
